# The Gradient of the Harris-Foulkes Functional Is the Interaction Kernel Applied to the Density Residual

In a self-consistent-field calculation, a program can estimate the total energy after a single diagonalisation. It builds the potential from an input density, sums the occupied eigenvalues, and corrects for double counting with the same input density, so the interaction energy of the output density is never needed. This estimate is the Harris-Foulkes energy. In a model where the band energy, the interaction energy and the interaction potential are all differentiable, its error near a self-consistent density has no term of first order in the density error, because its gradient vanishes there.

## The gradient by hand

Let densities and potentials be vectors in R^m, with inner product ⟨·,·⟩. Three ingredients enter:

- The interaction energy W(n), for example Hartree plus exchange-correlation, has gradient v(n), the interaction potential.
- The potential v has derivative K(n), the interaction kernel. This is the Hessian of W.
- The band energy B(u) is the sum of occupied eigenvalues in the potential u, with the kinetic energy and the fixed external potential already included in the Hamiltonian. Its gradient is the output density ρ(u).

The last relation is first-order perturbation theory: a small change δu of the potential changes the band energy by ⟨ρ(u), δu⟩. For a finite system with fixed occupation it holds when a gap separates occupied from empty levels.

The Harris-Foulkes functional is

H(n) = B(v(n)) − ⟨v(n), n⟩ + W(n).

Change n in a direction d, so that the potential changes by K d to first order, with K = K(n). The three terms change by

D[B(v(n))] d = ⟨ρ(v(n)), K d⟩

D[⟨v(n), n⟩] d = ⟨K d, n⟩ + ⟨v(n), d⟩

D[W(n)] d = ⟨v(n), d⟩.

In H the two terms ⟨v(n), d⟩ cancel, which leaves

DH(n) d = ⟨ρ(v(n)) − n, K d⟩.

The kernel is symmetric, because its entries are second partial derivatives of W and these commute:

K_ij = ∂v_i/∂n_j = ∂²W/∂n_j∂n_i = K_ji.

It can therefore be moved to the other side of the inner product:

DH(n) d = ⟨K(ρ(v(n)) − n), d⟩.

Since d is arbitrary, the gradient is

∇H(n) = K(n)(ρ(v(n)) − n).

A self-consistent density satisfies ρ(v(n)) = n, so the residual is zero and H is stationary. Conversely, stationarity says only that K annihilates the residual. If K is invertible, the residual must vanish and n is self-consistent.

A mathematical example with one density variable, not meant as a model of a physical system, shows what a singular kernel allows. Take W(x) = x³/3, so that v(x) = x² and K(x) = 2x, and take B(u) = c u, so that the output density is always c. Then

H(x) = c x² − x³ + x³/3 = c x² − (2/3) x³

H′(x) = 2x(c − x).

The functional is stationary at x = c, which is self-consistent, and also at x = 0, which is not self-consistent when c ≠ 0.

## The energy at the output density

A second estimate from the same diagonalisation uses the interaction energy of the output density. Write ρ for ρ(v(n)) and v for v(n):

E_out(n) = B(v) − ⟨v, ρ⟩ + W(ρ).

The band energies cancel in the difference of the two estimates:

E_out(n) − H(n) = W(ρ) − W(n) − ⟨v, ρ − n⟩.

The right-hand side is what remains of W(ρ) after its first-order Taylor expansion about n. Suppose that W is convex, and restrict it to the line through the two densities:

φ(t) = W(n + t(ρ − n)), φ′(0) = ⟨v, ρ − n⟩.

Convexity of φ gives, for 0 < t ≤ 1,

(φ(t) − φ(0))/t ≤ φ(1) − φ(0).

Letting t tend to 0 yields φ′(0) ≤ φ(1) − φ(0), so the remainder is nonnegative and

H(n) ≤ E_out(n).

The Hartree energy is convex. Adding an exchange-correlation energy can destroy convexity, and the inequality may then fail.

## Two energies as Lean functions

The formal development replaces R^m by a real inner product space `E`, which holds densities and potentials alike.

```lean
import Mathlib

open scoped InnerProductSpace

namespace HarrisFoulkes

noncomputable section

variable {E : Type*} [NormedAddCommGroup E] [InnerProductSpace ℝ E]
```

The functional takes `B`, `W` and `v` as arbitrary functions. The relations between them enter later, as hypotheses of the theorems.

```lean
/-- The Harris-Foulkes functional: band energy in the potential `v n` of the input density `n`,
minus the potential energy `⟪v n, n⟫`, plus the interaction energy `W n`. -/
def harrisFoulkes (B W : E → ℝ) (v : E → E) (n : E) : ℝ :=
  B (v n) - ⟪v n, n⟫_ℝ + W n

/-- The energy evaluated at the output density `ρ (v n)`: band energy minus the potential energy
of the output density, plus the interaction energy of the output density. -/
def outputEnergy (B W : E → ℝ) (v ρ : E → E) (n : E) : ℝ :=
  B (v n) - ⟪v n, ρ (v n)⟫_ℝ + W (ρ (v n))
```

The output density is `ρ (v n)`: `ρ` takes a potential, not a density. No Hamiltonian or orbitals appear in the file, so the identification of `B` with a sum of eigenvalues, and of its gradient with a density, belongs to the application.

The difference of the two energies needs no derivatives. Lean unfolds both definitions, splits the inner product with `ρ (v n) - n`, and finishes by algebra. The identity holds for any function `v`; when `v n` is the gradient of `W` at `n`, its right-hand side is the Taylor remainder found by hand.

```lean
/-- The output-density energy minus the Harris-Foulkes energy equals the change of `W` from the
input density `n` to the output density `ρ (v n)`, minus the inner product of `v n` with the change
of density. -/
theorem outputEnergy_sub_harrisFoulkes (B W : E → ℝ) (v ρ : E → E) (n : E) :
    outputEnergy B W v ρ n - harrisFoulkes B W v n
      = W (ρ (v n)) - W n - ⟪v n, ρ (v n) - n⟫_ℝ := by
  simp only [outputEnergy, harrisFoulkes, inner_sub_right]
  ring
```

## Symmetry from second derivatives

From here on `E` is complete, hence a real Hilbert space. This lets every continuous linear functional be represented by a vector, which is what a gradient does. R^m with its Euclidean inner product is included for every m.

The expression `HasGradientAt W (v x) x` says that `W` is differentiable at `x` with gradient `v x`. The hypothesis `hW` in the next theorem requires this at every `x`, so `W` must be defined and differentiable on the whole space, including vectors with negative entries. An exchange-correlation formula that makes sense only for nonnegative densities would first need a suitable extension. The hypothesis `hv` says that `v` has derivative `K` at the single point `n`; continuity of the second derivative is not required.

```lean
variable [CompleteSpace E]

/-- The interaction kernel `K`, the derivative of the potential `v = ∇W`, is symmetric. -/
theorem kernel_symmetric {W : E → ℝ} {v : E → E} {K : E →L[ℝ] E} {n : E}
    (hW : ∀ x, HasGradientAt W (v x) x) (hv : HasFDerivAt v K n) (a b : E) :
    ⟪K a, b⟫_ℝ = ⟪a, K b⟫_ℝ := by
  -- the inner product as a continuous bilinear map
  let L : E →L[ℝ] E →L[ℝ] ℝ := (innerₗ E).mkContinuous₂ 1 (fun x y => by
    rw [one_mul]
    exact norm_inner_le_norm (𝕜 := ℝ) x y)
  have h1 : ∀ y, HasFDerivAt W (L (v y)) y := fun y =>
    (hW y).hasFDerivAt.congr_fderiv (ContinuousLinearMap.ext fun _ => rfl)
  have h2 : HasFDerivAt (fun y => L (v y)) (L.comp K) n := L.hasFDerivAt.comp n hv
  -- second derivatives commute
  have h : ⟪K a, b⟫_ℝ = ⟪K b, a⟫_ℝ := second_derivative_symmetric h1 h2 a b
  exact h.trans (real_inner_comm _ _)
```

The map `L` sends a vector a to the functional ⟨a, ·⟩. With it, `h1` expresses the derivative of `W` at each point through the potential, and `h2` differentiates once more at `n`, which gives the bilinear form ⟨K a, b⟩. Mathlib's `second_derivative_symmetric` exchanges the two directions, and the symmetry of the real inner product puts the result in the stated form. The symmetry of the kernel is thus derived from the existence of an interaction energy.

## The chain rule and the cancellation

The main theorem adds the hypothesis `hB`: at the potential `v n`, the gradient of `B` is the output density `ρ (v n)`. It is needed at this one potential only.

```lean
/-- The gradient of the Harris-Foulkes functional is the interaction kernel applied to the
residual, output density minus input density. -/
theorem hasGradientAt_harrisFoulkes {B W : E → ℝ} {v ρ : E → E} {K : E →L[ℝ] E} {n : E}
    (hB : HasGradientAt B (ρ (v n)) (v n))
    (hW : ∀ x, HasGradientAt W (v x) x) (hv : HasFDerivAt v K n) :
    HasGradientAt (harrisFoulkes B W v) (K (ρ (v n) - n)) n := by
  have h1 := hB.hasFDerivAt.comp n hv
  have h2 := hv.inner ℝ (hasFDerivAt_id n)
  have h3 := (hW n).hasFDerivAt
  have e : harrisFoulkes B W v = fun x => (B ∘ v) x - ⟪v x, id x⟫_ℝ + W x := rfl
  rw [hasGradientAt_iff_hasFDerivAt, e]
  refine ((h1.fun_sub h2).fun_add h3).congr_fderiv (ContinuousLinearMap.ext fun d => ?_)
  have td : ∀ a b : E, InnerProductSpace.toDual ℝ E a b = ⟪a, b⟫_ℝ := fun _ _ => rfl
  -- symmetry moves the kernel from the displacement to the residual
  have s := kernel_symmetric hW hv (ρ (v n) - n) d
  have s' : ⟪ρ (v n) - n, K d⟫_ℝ = ⟪ρ (v n), K d⟫_ℝ - ⟪n, K d⟫_ℝ := inner_sub_left _ _ _
  have c : ⟪K d, n⟫_ℝ = ⟪n, K d⟫_ℝ := real_inner_comm _ _
  simp only [add_apply, sub_apply,
    ContinuousLinearMap.comp_apply, ContinuousLinearMap.prod_apply, fderivInnerCLM_apply,
    ContinuousLinearMap.id_apply, id, td]
  linarith
```

The facts `h1`, `h2` and `h3` are the derivatives of the three terms, in the order of the calculation by hand. The proof combines them and compares the result with the claimed gradient in an arbitrary direction `d`. The step `s` uses the symmetry of the kernel, while `s'` and `c` expand and reorder inner products. The final `linarith` cancels the two terms ⟨v(n), d⟩ and collects the rest.

The variation runs over all directions in `E`; no constraint on the particle number is imposed. At a self-consistent density the derivative therefore vanishes in particular along changes that conserve the number of electrons. The converse statements below use stationarity in all directions.

## Stationary densities and self-consistent densities

Stationarity is written `HasGradientAt (harrisFoulkes B W v) 0 n`: the functional is differentiable at `n` and its gradient there is zero. It does not mean a minimum.

```lean
/-- The Harris-Foulkes functional is stationary at `n` exactly when the interaction kernel
annihilates the residual. -/
theorem stationary_iff_kernel_residual {B W : E → ℝ} {v ρ : E → E} {K : E →L[ℝ] E} {n : E}
    (hB : HasGradientAt B (ρ (v n)) (v n))
    (hW : ∀ x, HasGradientAt W (v x) x) (hv : HasFDerivAt v K n) :
    HasGradientAt (harrisFoulkes B W v) 0 n ↔ K (ρ (v n) - n) = 0 := by
  have h := hasGradientAt_harrisFoulkes hB hW hv
  constructor
  · intro h0
    exact h.unique h0
  · intro h0
    rwa [h0] at h
```

A function has at most one gradient at a point. If zero is a gradient, it must equal the one already computed, so `K` annihilates the residual. In the other direction, the computed gradient is replaced by zero.

The next theorem assumes that `K` is injective. Physically, every nonzero density change then alters the interaction potential to first order. For a square matrix this is the same as invertibility; in infinite dimension it is weaker, and it suffices.

```lean
/-- If the interaction kernel at `n` is injective, the Harris-Foulkes functional is stationary
at `n` exactly when `n` is self-consistent. -/
theorem stationary_iff_selfConsistent {B W : E → ℝ} {v ρ : E → E} {K : E →L[ℝ] E} {n : E}
    (hB : HasGradientAt B (ρ (v n)) (v n))
    (hW : ∀ x, HasGradientAt W (v x) x) (hv : HasFDerivAt v K n)
    (hK : Function.Injective K) :
    HasGradientAt (harrisFoulkes B W v) 0 n ↔ ρ (v n) = n := by
  rw [stationary_iff_kernel_residual hB hW hv]
  constructor
  · intro h
    exact sub_eq_zero.mp (hK (h.trans (map_zero K).symm))
  · intro h
    rw [h, sub_self, map_zero]
```

An injective linear map sends only the zero vector to zero, so the residual vanishes and the output density equals the input density. The reverse direction inserts self-consistency and uses K 0 = 0, which needs no injectivity. The theorem characterises such densities without asserting that one exists or that an iteration reaches it.

## A stationary point with the wrong density

The one-variable example is stated with ordinary derivatives on the real line. Its four parts give the potential x², the constant output density `c`, the vanishing kernel at density 0, and the stationarity of the functional there.

```lean
/-- One density variable with interaction energy `x³/3`, potential `x²` and band energy `c u`,
whose output density is `c` in every potential: the kernel vanishes at density `0`, and the
Harris-Foulkes functional is stationary there for every `c`. -/
theorem stationary_of_singular_kernel (c : ℝ) :
    (∀ x : ℝ, HasDerivAt (fun x : ℝ => x ^ 3 / 3) (x ^ 2) x) ∧
    (∀ u : ℝ, HasDerivAt (fun u : ℝ => c * u) c u) ∧
    HasDerivAt (fun x : ℝ => x ^ 2) 0 0 ∧
    HasDerivAt (harrisFoulkes (fun u : ℝ => c * u) (fun x => x ^ 3 / 3) (fun x => x ^ 2)) 0 0 := by
  refine ⟨fun x => ?_, fun u => ?_, ?_, ?_⟩
  · refine ((hasDerivAt_pow 3 x).div_const 3).congr_deriv ?_
    norm_num
  · exact ((hasDerivAt_id' u).const_mul c).congr_deriv (mul_one c)
  · refine (hasDerivAt_pow 2 (0 : ℝ)).congr_deriv ?_
    norm_num
  · -- the functional is an explicit cubic without linear term
    have e : harrisFoulkes (fun u : ℝ => c * u) (fun x => x ^ 3 / 3) (fun x => x ^ 2)
        = fun x : ℝ => c * x ^ 2 - 2 / 3 * x ^ 3 := by
      funext x
      have i : ⟪x ^ 2, x⟫_ℝ = x * x ^ 2 := rfl
      simp only [harrisFoulkes, i]
      ring
    rw [e]
    refine (((hasDerivAt_pow 2 (0 : ℝ)).const_mul c).fun_sub
      ((hasDerivAt_pow 3 (0 : ℝ)).const_mul (2 / 3))).congr_deriv ?_
    norm_num
```

The first three parts are derivatives of powers and of a linear function. For the last, Lean rewrites the functional as the cubic c x² − (2/3) x³ and differentiates it at zero. The statement holds for every `c`; any nonzero value gives a stationary density that is not self-consistent.

## The ordering for convex interactions

The last theorem assumes that `W` is convex on the whole space and has gradient `v n` at the input density. It uses neither a derivative of `v` nor any property of `B` or `ρ`, so the inequality holds for whatever density `ρ (v n)` happens to be.

```lean
/-- For a convex interaction energy with gradient `v n` at the input density, the Harris-Foulkes
energy is at most the energy evaluated at the output density. -/
theorem harrisFoulkes_le_outputEnergy {B W : E → ℝ} {v ρ : E → E} {n : E}
    (hconv : ConvexOn ℝ Set.univ W) (hW : HasGradientAt W (v n) n) :
    harrisFoulkes B W v n ≤ outputEnergy B W v ρ n := by
  -- restrict the interaction energy to the line from input to output density
  let l : ℝ →ᵃ[ℝ] E := AffineMap.lineMap n (ρ (v n))
  have l0 : l 0 = n := AffineMap.lineMap_apply_zero _ _
  have l1 : l 1 = ρ (v n) := AffineMap.lineMap_apply_one _ _
  have hc : ConvexOn ℝ Set.univ (W ∘ l) := by
    have h := hconv.comp_affineMap l
    rwa [Set.preimage_univ] at h
  have hd : HasDerivAt (W ∘ l) ⟪v n, ρ (v n) - n⟫_ℝ 0 := by
    have h0 : HasFDerivAt W (InnerProductSpace.toDual ℝ E (v n)) (l 0) := by
      rw [l0]
      exact hW.hasFDerivAt
    exact h0.comp_hasDerivAt (0 : ℝ) AffineMap.hasDerivAt_lineMap
  -- a convex function lies above its tangent
  have h := hc.le_slope_of_hasDerivAt (Set.mem_univ 0) (Set.mem_univ 1) one_pos hd
  rw [slope_def_field] at h
  simp only [Function.comp_apply, l0, l1, sub_zero, div_one] at h
  have r := outputEnergy_sub_harrisFoulkes B W v ρ n
  linarith

end

end HarrisFoulkes
```

The affine map `l` is the line with `l 0 = n` and `l 1 = ρ (v n)`. The fact `hc` carries convexity over to the restriction of `W` to this line, and `hd` computes its derivative at 0 by the chain rule. Mathlib's `le_slope_of_hasDerivAt` then bounds this derivative by the slope between 0 and 1, which is the inequality φ′(0) ≤ φ(1) − φ(0). The identity for the difference of the two energies turns it into the claim.

For a convex interaction, the two estimates from one diagonalisation thus have a fixed order. The theorem compares them with each other and does not place either relative to the converged energy.

```lean
#print axioms HarrisFoulkes.hasGradientAt_harrisFoulkes
-- 'HarrisFoulkes.hasGradientAt_harrisFoulkes' depends on axioms: [propext, Classical.choice, Quot.sound]
#print axioms HarrisFoulkes.stationary_iff_selfConsistent
-- 'HarrisFoulkes.stationary_iff_selfConsistent' depends on axioms: [propext, Classical.choice, Quot.sound]
#print axioms HarrisFoulkes.stationary_of_singular_kernel
-- 'HarrisFoulkes.stationary_of_singular_kernel' depends on axioms: [propext, Classical.choice, Quot.sound]
#print axioms HarrisFoulkes.harrisFoulkes_le_outputEnergy
-- 'HarrisFoulkes.harrisFoulkes_le_outputEnergy' depends on axioms: [propext, Classical.choice, Quot.sound]
```
